# Conjugating the entries of σ·v between two factors σ_y reverses its sign for real v

For a real vector v, the 2×2 matrix σ·v is the sum of the Pauli matrices weighted by the components of v; when v has unit length, it represents the spin-½ component along v in units of ħ/2. The theorem `pauliDot_flip` says that taking the complex conjugate of every entry of σ·v, then multiplying by σ_y on the left and on the right, gives −σ·v. It holds for every real v, with no condition on its length. The attempt compares the two sides entry by entry, splits each entry into real and imaginary parts, and leaves the arithmetic to `simp`.

Lean 4 with Mathlib refuses this proof:

```lean
import Mathlib

open Matrix
open Complex (I)

namespace PauliDotFlip

noncomputable section

/-- The three Pauli matrices. -/
def pauli : Fin 3 → Matrix (Fin 2) (Fin 2) ℂ :=
  ![!![0, 1; 1, 0], !![0, -I; I, 0], !![1, 0; 0, -1]]

/-- The product `σ·v` of the Pauli matrices with a real vector. -/
def pauliDot (v : Fin 3 → ℝ) : Matrix (Fin 2) (Fin 2) ℂ := ∑ k, (v k : ℂ) • pauli k

/-- Complex conjugation between two factors `σ_y` reverses the spin: `σ·v` becomes `-σ·v`. -/
theorem pauliDot_flip (v : Fin 3 → ℝ) :
    pauli 1 * (pauliDot v).map (starRingEnd ℂ) * pauli 1 = -pauliDot v := by
  ext i j
  fin_cases i <;> fin_cases j <;> apply Complex.ext <;>
    simp [pauliDot, pauli, Matrix.mul_apply, Fin.sum_univ_two, Fin.sum_univ_three]

end

end PauliDotFlip
```

Messages:

```
Main.lean:19:74: error: unsolved goals
case «0».«0».a
v : Fin 3 → ℝ
⊢ ((![0, -I] ᵥ* !![↑(v 2), ↑(v 0) + -(↑(v 1) * I); ↑(v 0) + ↑(v 1) * I, -↑(v 2)].map ⇑(starRingEnd ℂ)) 1).im = v 2

case «0».«0».a
v : Fin 3 → ℝ
⊢ ((![0, -I] ᵥ* !![↑(v 2), ↑(v 0) + -(↑(v 1) * I); ↑(v 0) + ↑(v 1) * I, -↑(v 2)].map ⇑(starRingEnd ℂ)) 1).re = 0

case «0».«1».a
v : Fin 3 → ℝ
⊢ ((![0, -I] ᵥ* !![↑(v 2), ↑(v 0) + -(↑(v 1) * I); ↑(v 0) + ↑(v 1) * I, -↑(v 2)].map ⇑(starRingEnd ℂ)) 0).im = -v 0

case «0».«1».a
v : Fin 3 → ℝ
⊢ -((![0, -I] ᵥ* !![↑(v 2), ↑(v 0) + -(↑(v 1) * I); ↑(v 0) + ↑(v 1) * I, -↑(v 2)].map ⇑(starRingEnd ℂ)) 0).re = v 1

case «1».«0».a
v : Fin 3 → ℝ
⊢ ((![I, 0] ᵥ* !![↑(v 2), ↑(v 0) + -(↑(v 1) * I); ↑(v 0) + ↑(v 1) * I, -↑(v 2)].map ⇑(starRingEnd ℂ)) 1).im = v 0

case «1».«0».a
v : Fin 3 → ℝ
⊢ ((![I, 0] ᵥ* !![↑(v 2), ↑(v 0) + -(↑(v 1) * I); ↑(v 0) + ↑(v 1) * I, -↑(v 2)].map ⇑(starRingEnd ℂ)) 1).re = -v 1

case «1».«1».a
v : Fin 3 → ℝ
⊢ ((![I, 0] ᵥ* !![↑(v 2), ↑(v 0) + -(↑(v 1) * I); ↑(v 0) + ↑(v 1) * I, -↑(v 2)].map ⇑(starRingEnd ℂ)) 0).im = v 2

case «1».«1».a
v : Fin 3 → ℝ
⊢ ((![I, 0] ᵥ* !![↑(v 2), ↑(v 0) + -(↑(v 1) * I); ↑(v 0) + ↑(v 1) * I, -↑(v 2)].map ⇑(starRingEnd ℂ)) 0).re = 0
```

The repair, with which the file compiles:

```diff
@@ -18,4 +18,10 @@
 theorem pauliDot_flip (v : Fin 3 → ℝ) :
     pauli 1 * (pauliDot v).map (starRingEnd ℂ) * pauli 1 = -pauliDot v := by
+  -- write out the conjugated matrix
+  have h : (pauliDot v).map (starRingEnd ℂ) =
+      !![(v 2 : ℂ), (v 0 : ℂ) + v 1 * I; (v 0 : ℂ) + -(v 1 * I), -(v 2 : ℂ)] := by
+    ext i j
+    fin_cases i <;> fin_cases j <;> simp [pauliDot, pauli, Fin.sum_univ_three]
+  rw [h]
   ext i j
   fin_cases i <;> fin_cases j <;> apply Complex.ext <;>
```

Diagnosis. The eight remaining goals are the real and imaginary parts of the four entries. All are true, but each still contains an unevaluated product of a row of σ_y with a matrix, written `ᵥ*`.

`simp` has written σ·v out as an explicit matrix, but the conjugation still stands around it as `.map ⇑(starRingEnd ℂ)`. The rules that multiply a row into an explicit matrix need to see its rows directly, and the `.map` hides them. The rule that evaluates `.map` at an entry does not apply either, because the indexed object is the whole product.

The repair first proves `h`, which gives the conjugated matrix explicitly. There the comparison is entry by entry with no product in the way, so `simp` can conjugate each entry. Then `rw [h]` puts this explicit matrix into the theorem before the products are expanded, and the original `simp` call can finish the calculation. The added comment has no effect on the proof.
